# The transposition class sum of $S_4$ has minimal polynomial $x(x^2-4)(x^2-36)$ over any field of characteristic zero

## Four particles with equal exchange couplings

Take four particles on the vertices of a regular tetrahedron, with the same exchange coupling for every pair. Write $P_{ij}$ for the operator that exchanges the internal states, such as the spin states, of the particles at vertices $i$ and $j$. The model Hamiltonian is

$$H = J\,T, \qquad T=\sum_{i<j}P_{ij},$$

where the exchange constant $J$ is an energy: the term $JP_{ij}$ equals $J$ on states that are symmetric under the exchange of $i$ and $j$, and $-J$ on antisymmetric ones. The value of $J$ is a parameter of the model here, and is not computed from a microscopic interaction.

For spins one half, with $\hbar=1$, one has $P_{ij}=\tfrac12+2\,\mathbf S_i\cdot\mathbf S_j$. Summing over the six pairs gives $T=S(S+1)$, where $S$ is the total spin, so the energies are $6J$, $2J$ and $0$ for $S=2,1,0$. This spin calculation is background and does not appear in the Lean file. Particles with more internal states may have further levels. Which energies are possible, whatever the particles are?

The answer depends only on how the six exchanges multiply. It can therefore be found in the group algebra of $S_4$, the permutation group of four objects, whose elements are formal linear combinations of permutations.

## The five levels and the quintic equation

Let $K$ be a field of characteristic zero, such as $\mathbb Q$, $\mathbb R$ or $\mathbb C$, and let $T$ be the sum of the six transpositions in the group algebra $K[S_4]$. Three statements are proved.

- **Minimal equation** (`classSum_minimal_equation`). $T(T^2-4)(T^2-36)=0$, and no nonzero polynomial over $K$ of degree below five annihilates $T$. The numbers 4 and 36 stand for multiples of the identity permutation.
- **Allowed energies** (`exchange_energy`). In any representation on a $K$-vector space, every eigenvalue of $JT$ is $J$ times one of $6,2,0,-2,-6$.
- **Energies on the group algebra** (`exchange_spectrum`). When $JT$ acts on $K[S_4]$ by left multiplication, its eigenvalues are exactly these five multiples of $J$. The theorem does not itself say that they are distinct, but for $J\neq0$ they are, because the five levels are distinct in $K$.

For quantum mechanics, this fixes the possible exchange energies of a four-particle model with equal pair couplings and no other terms in the Hamiltonian.

## How the physics is represented in Lean

The particles are the elements of `Fin 4`, numbered from 0 to 3, and a permutation is an element of `Perm (Fin 4)`. Products are compositions in which the right factor acts first. `ExchangeAlgebra K` is the group algebra, `pairs` lists the pairs with $i<j$, and `classSum K` is $T$. The levels are $\lambda_0,\dots,\lambda_4=6,2,0,-2,-6$, stored in `level`.

A representation is an algebra homomorphism `φ` from the group algebra to the linear operators on `V`. The space `V` may have infinite dimension. An eigenvector is a nonzero `v` with `φ (J • classSum K) v = E • v`. No inner product is used, and `J` and `E` are elements of $K$.

A particular representation need not contain all five levels, as the spins one half show. The theorems give no multiplicities, and they do not treat unequal couplings or other particle numbers.

## Eigenvectors from the character table

For integer coefficients $f(g)$, put $a_f=\sum_g f(g)\,g$. Multiplying by a transposition $\tau$ and relabelling $g\to\tau g$, with $\tau^2=1$, gives

$$T a_f=\sum_\tau\sum_g f(g)\,\tau g=\sum_g\Big(\sum_\tau f(\tau g)\Big)g .$$

Now take for $f$ the rows $\chi_i$ of the character table:

| $i$ | identity | transpositions | double transpositions | 3-cycles | 4-cycles | $\lambda_i$ |
|---|---|---|---|---|---|---|
| 0 | 1 | 1 | 1 | 1 | 1 | 6 |
| 1 | 3 | 1 | −1 | 0 | −1 | 2 |
| 2 | 2 | 0 | 2 | −1 | 0 | 0 |
| 3 | 3 | −1 | −1 | 0 | 1 | −2 |
| 4 | 1 | −1 | 1 | 1 | −1 | −6 |

A transposition joins two cycles of $g$ or splits one. Counting the six products $\tau g$ by class gives:

- from the identity, 6 transpositions;
- from a transposition, the identity, 1 double transposition and 4 3-cycles;
- from a double transposition, 2 transpositions and 4 4-cycles;
- from a 3-cycle, 3 transpositions and 3 4-cycles;
- from a 4-cycle, 2 double transpositions and 4 3-cycles.

If a row has entries $(a,b,c,d,e)$, the sum over $\tau$ therefore turns it into

$$(6b,\; a+c+4d,\; 2b+4e,\; 3b+3e,\; 2c+4d).$$

Row 1, for example, becomes $(6,2,-2,0,-2)$, which is twice the original row. Rows 0, 2, 3 and 4 are multiplied by $6$, $0$, $-2$ and $-6$ in the same way. With $c_i=\sum_g\chi_i(g)\,g$, this says

$$Tc_i=\lambda_i c_i .$$

Each $c_i$ is nonzero, because its coefficient at the identity is $d_i=\chi_i(1)=1,3,2,3,1$.

## From eigenvectors to the minimal polynomial

Weight the rows by $d_i$ and add them. The identity column gives $1+9+4+9+1=24$. The other columns give $1+3+0-3-1$, $1-3+4-3+1$, $1+0-2+0+1$ and $1-3+0+3-1$, all zero. Hence

$$\sum_i d_i c_i=24\cdot 1 .$$

Repeated multiplication gives $T^n c_i=\lambda_i^n c_i$, and by linearity $p(T)c_i=p(\lambda_i)c_i$ for every polynomial $p$. If $p(T)=0$, then $p(\lambda_i)=0$ for all $i$, since $c_i\neq0$. Conversely, if $p$ vanishes at all five levels, then

$$24\,p(T)=\sum_i d_i\,p(\lambda_i)\,c_i=0,$$

and 24 is invertible in $K$. So $p(T)=0$ exactly when $p$ vanishes at all five levels.

The polynomial $x(x^2-4)(x^2-36)$ does vanish there. A nonzero polynomial of degree below five cannot, because the levels are five distinct elements of $K$.

For the energies, suppose that $JTv=Ev$ in some representation, with $v\neq0$. If $J=0$, then $E=0$, which is $J$ times any level. If $J\neq0$, then $Tv=(E/J)v$. Applying $\prod_i(T-\lambda_i)=0$ to $v$ gives $\prod_i(E/J-\lambda_i)\,v=0$, so $E/J$ is one of the levels. On the group algebra, $c_i$ is an eigenvector with energy $J\lambda_i$, so all five values occur.

## The Lean file

```lean
import Mathlib

open Equiv Polynomial

namespace FourParticleExchange

noncomputable section

/-- The group algebra of the permutations of four particles. -/
abbrev ExchangeAlgebra (K : Type*) [Field K] := MonoidAlgebra K (Perm (Fin 4))

/-- The six pairs of particles. -/
def pairs : Finset (Fin 4 × Fin 4) := Finset.univ.filter (fun p => p.1 < p.2)

/-- The transposition class sum: every pair of particles is exchanged with equal weight. -/
def classSum (K : Type*) [Field K] : ExchangeAlgebra K :=
  ∑ p ∈ pairs, MonoidAlgebra.of K (Perm (Fin 4)) (swap p.1 p.2)

/-- The element of the group algebra with integer coefficients `f g`. -/
def element (K : Type*) [Field K] (f : Perm (Fin 4) → ℤ) : ExchangeAlgebra K :=
  ∑ g, (f g : K) • MonoidAlgebra.of K (Perm (Fin 4)) g

/-- The class of a permutation, in the order: identity, transpositions, double transpositions,
3-cycles, 4-cycles. -/
def cycleClass (g : Perm (Fin 4)) : Fin 5 :=
  if ∃ i, g i = i then (if g = 1 then 0 else if g * g = 1 then 1 else 3)
  else (if g * g = 1 then 2 else 4)

/-- The character table of the symmetric group on four letters. -/
def character (i : Fin 5) (g : Perm (Fin 4)) : ℤ :=
  (![![1, 1, 1, 1, 1], ![3, 1, -1, 0, -1], ![2, 0, 2, -1, 0],
    ![3, -1, -1, 0, 1], ![1, -1, 1, 1, -1]] : Fin 5 → Fin 5 → ℤ) i (cycleClass g)

/-- The five exchange levels, in units of the exchange constant. -/
def level : Fin 5 → ℤ := ![6, 2, 0, -2, -6]

/-- Permutations acting on functions on the group by right translation of the argument. -/
def translation (K : Type*) [Field K] :
    Perm (Fin 4) →* Module.End K (Perm (Fin 4) → K) where
  toFun g := LinearMap.funLeft K K (fun h => h * g)
  map_one' := LinearMap.ext fun f => funext fun h => by
    show f (h * 1) = f h
    rw [mul_one]
  map_mul' a b := LinearMap.ext fun f => funext fun h => by
    show f (h * (a * b)) = f (h * a * b)
    rw [mul_assoc]

variable {K : Type*} [Field K]

/-- Multiplication by the class sum replaces each coefficient by the sum of the coefficients
at the six permutations that differ from it by one exchange. -/
theorem classSum_mul_element (f : Perm (Fin 4) → ℤ) :
    classSum K * element K f =
      element K (fun g => ∑ p ∈ pairs, f (swap p.1 p.2 * g)) := by
  have key : ∀ p : Fin 4 × Fin 4,
      MonoidAlgebra.of K (Perm (Fin 4)) (swap p.1 p.2) * element K f =
        ∑ g, (f (swap p.1 p.2 * g) : K) • MonoidAlgebra.of K (Perm (Fin 4)) g := by
    intro p
    rw [element, Finset.mul_sum]
    -- relabel the group elements by the exchange itself
    refine Fintype.sum_equiv (Equiv.mulLeft (swap p.1 p.2)) _ _ (fun g => ?_)
    rw [mul_smul_comm, ← map_mul]
    show _ = (f (swap p.1 p.2 * (swap p.1 p.2 * g)) : K) •
      MonoidAlgebra.of K (Perm (Fin 4)) (swap p.1 p.2 * g)
    rw [Equiv.swap_mul_self_mul]
  rw [classSum, Finset.sum_mul, Finset.sum_congr rfl (fun p _ => key p), Finset.sum_comm]
  simp only [element, Int.cast_sum, Finset.sum_smul]

/-- Multiplying a character, read as an element of the group algebra, by the class sum gives the
corresponding level times that element. -/
theorem classSum_mul_character (i : Fin 5) :
    classSum K * element K (character i) = (level i : K) • element K (character i) := by
  have h : ∀ (i : Fin 5) (g : Perm (Fin 4)),
      ∑ p ∈ pairs, character i (swap p.1 p.2 * g) = level i * character i g := by
    decide +kernel
  rw [classSum_mul_element]
  simp only [h, element, Int.cast_mul, Finset.smul_sum, smul_smul]

/-- The characters, weighted by their values at the identity, add up to 24 times the identity. -/
theorem character_completeness :
    ∑ i, (character i 1 : K) • element K (character i) = (24 : K) • 1 := by
  have h : ∀ g : Perm (Fin 4),
      ∑ i, character i 1 * character i g = if g = 1 then 24 else 0 := by
    decide +kernel
  have hK : ∀ g : Perm (Fin 4),
      ∑ i, (character i 1 : K) * (character i g : K) = if g = 1 then 24 else 0 := by
    intro g
    have hg := congrArg (fun z : ℤ => (z : K)) (h g)
    push_cast at hg
    exact hg
  simp only [element, Finset.smul_sum, smul_smul]
  rw [Finset.sum_comm]
  simp only [← Finset.sum_smul, hK, ite_smul, zero_smul, Finset.sum_ite_eq',
    Finset.mem_univ, if_true, map_one]

/-- An element whose coefficient at the identity is nonzero is itself nonzero. -/
theorem element_ne_zero [CharZero K] (f : Perm (Fin 4) → ℤ) (hf : f 1 ≠ 0) :
    element K f ≠ 0 := by
  intro h0
  obtain ⟨φ, hφ⟩ : ∃ φ : ExchangeAlgebra K →ₐ[K] Module.End K (Perm (Fin 4) → K),
      ∀ g, φ (MonoidAlgebra.of K (Perm (Fin 4)) g) = translation K g :=
    ⟨MonoidAlgebra.lift _ _ _ (translation K), fun g => by simp⟩
  have h : φ (element K f) (Pi.single 1 1) 1 = 0 := by rw [h0]; simp
  -- acting on the delta function at the identity reads off one coefficient
  have hd : ∀ g, translation K g (Pi.single 1 1) 1 = if g = 1 then 1 else 0 := by
    intro g
    show (Pi.single 1 1 : Perm (Fin 4) → K) (1 * g) = _
    rw [one_mul, Pi.single_apply]
  simp only [element, map_sum, map_smul, hφ, LinearMap.sum_apply, Finset.sum_apply,
    LinearMap.smul_apply, Pi.smul_apply, smul_eq_mul, hd, mul_ite, mul_one, mul_zero,
    Finset.sum_ite_eq', Finset.mem_univ, if_true] at h
  exact hf (by exact_mod_cast h)

/-- A polynomial annihilates the class sum exactly when it vanishes at all five levels. -/
theorem aeval_classSum_eq_zero_iff [CharZero K] (p : K[X]) :
    aeval (classSum K) p = 0 ↔ ∀ i, p.eval (level i : K) = 0 := by
  have hpow : ∀ (i : Fin 5) (n : ℕ), classSum K ^ n * element K (character i) =
      (level i : K) ^ n • element K (character i) := by
    intro i n
    induction n with
    | zero => simp
    | succ n ih =>
      rw [pow_succ, mul_assoc, classSum_mul_character, mul_smul_comm, ih, smul_smul,
        pow_succ, mul_comm]
  have hp : ∀ i, aeval (classSum K) p * element K (character i) =
      p.eval (level i : K) • element K (character i) := by
    intro i
    induction p using Polynomial.induction_on' with
    | add p q hp hq => rw [map_add, add_mul, hp, hq, eval_add, add_smul]
    | monomial n a =>
      rw [aeval_monomial, eval_monomial, mul_assoc, hpow, ← Algebra.smul_def, smul_smul]
  constructor
  · intro h i
    have hi := hp i
    rw [h, zero_mul] at hi
    have h1 : ∀ i, character i 1 ≠ 0 := by decide +kernel
    exact (smul_eq_zero.mp hi.symm).resolve_right (element_ne_zero _ (h1 i))
  · intro h
    -- resolve the identity into characters
    have h24 : (24 : K) • aeval (classSum K) p = 0 := by
      calc (24 : K) • aeval (classSum K) p
          = aeval (classSum K) p * ((24 : K) • 1) := by rw [mul_smul_comm, mul_one]
        _ = 0 := by
          rw [← character_completeness, Finset.mul_sum]
          refine Finset.sum_eq_zero (fun i _ => ?_)
          rw [mul_smul_comm, hp, h, zero_smul, smul_zero]
    exact (smul_eq_zero.mp h24).resolve_left (by norm_num)

/-- The class sum `T` of four particles satisfies `T (T² - 4) (T² - 36) = 0`, and no nonzero
polynomial of degree below five annihilates it. -/
theorem classSum_minimal_equation [CharZero K] :
    classSum K * (classSum K ^ 2 - 4) * (classSum K ^ 2 - 36) = 0 ∧
      ∀ p : K[X], p ≠ 0 → p.natDegree < 5 → aeval (classSum K) p ≠ 0 := by
  constructor
  · have h := (aeval_classSum_eq_zero_iff (X * (X ^ 2 - 4) * (X ^ 2 - 36) : K[X])).2 (by
      intro i
      fin_cases i <;> simp [level] <;> norm_num)
    simpa only [map_mul, map_sub, map_pow, aeval_X, map_ofNat] using h
  · intro p hp hdeg h
    have hinj : Function.Injective level := by decide
    -- five distinct roots are too many for degree below five
    exact hp (Polynomial.eq_zero_of_natDegree_lt_card_of_eval_eq_zero p
      (f := fun i => (level i : K)) (Int.cast_injective.comp hinj)
      ((aeval_classSum_eq_zero_iff p).1 h) (by simpa using hdeg))

/-- In any representation of the four-particle permutations, each eigenvalue of the uniform
exchange Hamiltonian `J T` is `J` times one of the five levels. -/
theorem exchange_energy [CharZero K] {V : Type*} [AddCommGroup V] [Module K V]
    (φ : ExchangeAlgebra K →ₐ[K] Module.End K V) (J E : K) (v : V) (hv : v ≠ 0)
    (h : φ (J • classSum K) v = E • v) : ∃ i, E = J * level i := by
  rw [map_smul, LinearMap.smul_apply] at h
  by_cases hJ : J = 0
  · rw [hJ, zero_smul] at h
    have hE : E = 0 := (smul_eq_zero.mp h.symm).resolve_right hv
    exact ⟨0, by rw [hE, hJ, zero_mul]⟩
  · have hT : φ (classSum K) v = (J⁻¹ * E) • v := by
      rw [← smul_smul, ← h, inv_smul_smul₀ hJ]
    have hvec : (φ (classSum K)).HasEigenvector (J⁻¹ * E) v :=
      ⟨Module.End.mem_eigenspace_iff.mpr hT, hv⟩
    -- the product of the five linear factors annihilates the eigenvector
    have h0 : aeval (classSum K) (∏ i, (X - C (level i : K))) = 0 := by
      rw [aeval_classSum_eq_zero_iff]
      intro i
      rw [eval_prod]
      exact Finset.prod_eq_zero (Finset.mem_univ i) (by simp)
    have h1 := Module.End.aeval_apply_of_hasEigenvector
      (p := ∏ i, (X - C (level i : K))) hvec
    rw [Polynomial.aeval_algHom_apply, h0, map_zero, LinearMap.zero_apply] at h1
    have h2 := (smul_eq_zero.mp h1.symm).resolve_right hv
    rw [eval_prod] at h2
    obtain ⟨i, -, hi⟩ := Finset.prod_eq_zero_iff.mp h2
    rw [eval_sub, eval_X, eval_C] at hi
    exact ⟨i, by rw [← sub_eq_zero.mp hi, mul_inv_cancel_left₀ hJ]⟩

/-- On the group algebra itself, the eigenvalues of the uniform exchange Hamiltonian `J T`
are exactly `J` times the five levels. -/
theorem exchange_spectrum [CharZero K] (J E : K) :
    (∃ v : ExchangeAlgebra K, v ≠ 0 ∧ (J • classSum K) * v = E • v) ↔
      ∃ i, E = J * level i := by
  constructor
  · rintro ⟨v, hv, h⟩
    exact exchange_energy (Algebra.lmul K (ExchangeAlgebra K)) J E v hv h
  · rintro ⟨i, rfl⟩
    have h1 : ∀ i, character i 1 ≠ 0 := by decide +kernel
    refine ⟨element K (character i), element_ne_zero _ (h1 i), ?_⟩
    rw [smul_mul_assoc, classSum_mul_character, smul_smul]

end

end FourParticleExchange
```

```lean
#print axioms FourParticleExchange.classSum_minimal_equation
#print axioms FourParticleExchange.exchange_spectrum
```

```
'FourParticleExchange.classSum_minimal_equation' depends on axioms: [propext, Classical.choice, Quot.sound]
'FourParticleExchange.exchange_spectrum' depends on axioms: [propext, Classical.choice, Quot.sound]
```

## Finite checks on the 24 permutations

`classSum_mul_element` is the formula for $Ta_f$. The relabelling $g\to\tau g$ is done by `Fintype.sum_equiv` with `Equiv.mulLeft`, and `Finset.sum_comm` then exchanges the two sums.

`classSum_mul_character` proves $Tc_i=\lambda_ic_i$. In place of the count by classes, `decide +kernel` evaluates the integer identity for every row and every permutation. The same tactic checks the column sums in `character_completeness`, and the result is then carried from the integers to $K$.

The table in `character` enters only as a list of integers. The file does not show that its rows are the irreducible characters of $S_4$, and the argument needs only the identities just described and the nonzero entries at the identity.

`element_ne_zero` shows that $a_f\neq0$ when $f(1)\neq0$. It reads off the coefficient through a representation: `translation` lets $g$ send a function $u(h)$ on the group to $u(hg)$. Applied to the delta function at the identity and evaluated at the identity, $a_f$ gives $f(1)$. If $a_f$ were zero, this number would be zero in $K$, and by characteristic zero also as an integer.

## Polynomials, roots and energies

`aeval_classSum_eq_zero_iff` is the criterion that $p(T)=0$ exactly when $p$ vanishes at the levels. Here `aeval (classSum K) p` means $p(T)$. The step `hpow` treats powers by induction, and `hp` extends the result to all polynomials through monomials and sums. The forward direction cancels the nonzero $c_i$, while the backward direction inserts the resolution of $24\cdot1$.

In `classSum_minimal_equation`, the first part evaluates the quintic at each level, with `fin_cases` running through the five cases. The second part uses the injectivity of `level` and Mathlib's bound on the number of roots.

`exchange_energy` separates $J=0$ from $J\neq0$, as in the derivation. For $J\neq0$, `Module.End.aeval_apply_of_hasEigenvector` replaces the operator polynomial acting on $v$ by its value at $E/J$, and a vanishing product of five factors must contain a zero factor.

`exchange_spectrum` obtains one direction by applying this theorem to left multiplication, `Algebra.lmul`. For the other it supplies `element K (character i)` as the eigenvector.
